# Thermal Wick factorisation for fermionic operators that exchange with ρ up to a factor

A grand-canonical code for non-interacting fermions at finite temperature can store pair averages such as ⟨c†ᵢcⱼ⟩ and nothing larger. When it needs a density–density correlation, it can obtain it from pair averages alone:

⟨c†ᵢcᵢc†ⱼcⱼ⟩ = ⟨c†ᵢcᵢ⟩⟨c†ⱼcⱼ⟩ − ⟨c†ᵢc†ⱼ⟩⟨cᵢcⱼ⟩ + ⟨c†ᵢcⱼ⟩⟨cᵢc†ⱼ⟩

Here c†ᵢ and cᵢ create and annihilate a fermion in orbital i. The middle term vanishes when ρ conserves particle number. The same step appears in grand-canonical auxiliary-field Monte Carlo, where it holds for each fixed field configuration because the propagation is then one-body.

## The four-operator identity

Let ρ and A₁, …, A₄ be complex square matrices of the same finite size, with tr ρ = 1, and write ⟨X⟩ = tr(ρX). Suppose that

A₁ρ = λρA₁, with λ ≠ −1

A₁Aⱼ + AⱼA₁ = sⱼ·1 for j = 2, 3, 4

where λ and the sⱼ are complex numbers. Then

⟨A₁Aⱼ⟩ = sⱼ/(1 + λ)

⟨A₁A₂A₃A₄⟩ = ⟨A₁A₂⟩⟨A₃A₄⟩ − ⟨A₁A₃⟩⟨A₂A₄⟩ + ⟨A₁A₄⟩⟨A₂A₃⟩

For a thermal state, the exchange relation holds when A₁ changes the energy, measured from the chemical potential, by a fixed amount. If the modes are independent and the inverse temperature is β, the creation operator of a mode with energy ε, measured in the same way, has λ = e^(βε), and the annihilation operator has λ = e^(−βε). Both are positive, so λ ≠ −1 holds automatically. With auxiliary fields, real or complex, λ can reach −1; the trace of the unnormalised state over the Fock space, which is the product of 1 + λ over the annihilation operators of the modes, is then zero, and the state can't be normalised.

An orbital operator in a code is generally a sum of such mode operators, each with its own λ. Both sides of the four-operator formula are linear in A₁, so adding up the formulas for the modes carries it over to the orbital basis.

## Bringing A₁ around the trace

Cyclicity of the trace and the exchange relation give, for any X,

⟨XA₁⟩ = tr(ρXA₁) = tr(A₁ρX) = λ tr(ρA₁X) = λ⟨A₁X⟩

Average the anticommutator, using tr ρ = 1, and insert this relation with X = Aⱼ:

sⱼ = ⟨A₁Aⱼ⟩ + ⟨AⱼA₁⟩ = (1 + λ)⟨A₁Aⱼ⟩

Division by 1 + λ gives the pair average. For four operators, move A₁ to the right one place at a time:

A₁A₂A₃A₄ = s₂A₃A₄ − A₂A₁A₃A₄

= s₂A₃A₄ − s₃A₂A₄ + A₂A₃A₁A₄

= s₂A₃A₄ − s₃A₂A₄ + s₄A₂A₃ − A₂A₃A₄A₁

The average of the last product is λ⟨A₁A₂A₃A₄⟩. Collecting it on the left gives

(1 + λ)⟨A₁A₂A₃A₄⟩ = s₂⟨A₃A₄⟩ − s₃⟨A₂A₄⟩ + s₄⟨A₂A₃⟩

Dividing by 1 + λ turns each sⱼ into ⟨A₁Aⱼ⟩, which is the formula.

Longer products work the same way. Let A satisfy the exchange relation, let B₀, …, B₂ₘ be an odd number of operators with ABₖ + BₖA = sₖ·1, and let Rₖ be their ordered product with Bₖ left out. Repeated exchange gives

AB₀⋯B₂ₘ = Σₖ (−1)ᵏ sₖRₖ − B₀⋯B₂ₘA

The last sign is negative because the number of exchanges is odd. Averaging and solving as before,

⟨AB₀⋯B₂ₘ⟩ = Σₖ (−1)ᵏ ⟨ABₖ⟩⟨Rₖ⟩

Each Rₖ contains 2m operators. If all operators have exchange relations and scalar anticommutators, the reduction can be repeated until only pair averages remain. The smallest case is the empty product, whose average is tr ρ = 1; with two operators the formula reads ⟨AB₀⟩ = ⟨AB₀⟩.

## The Lean file

```lean
import Mathlib

open Matrix

namespace ThermalWick

noncomputable section

variable {n : Type*} [Fintype n] [DecidableEq n]

/-- The average `⟨X⟩ = tr (ρ X)` of an operator `X` in the state `ρ`. -/
def avg (ρ X : Matrix n n ℂ) : ℂ := (ρ * X).trace

/-- The ordered product `B₀ B₁ ⋯` of a finite string of operators. -/
def opString {k : ℕ} (B : Fin k → Matrix n n ℂ) : Matrix n n ℂ := (List.ofFn B).prod

/-- The fermionic sum over complete pairings of `2m` labels with contraction `g`: the first
label is contracted with each later one, with alternating sign, and the rest is paired up. -/
def pairingSum {ι : Type*} (g : ι → ι → ℂ) : (m : ℕ) → (Fin (2 * m) → ι) → ℂ
  | 0, _ => 1
  | m + 1, i => ∑ k : Fin (2 * m + 1),
      (-1) ^ (k : ℕ) * g (i (0 : Fin (2 * m + 1 + 1))) (i k.succ) *
        pairingSum g m (fun j => i (k.succAbove j).succ)

/-- The first operator of a string can be split off on the left. -/
theorem opString_succ {k : ℕ} (B : Fin (k + 1) → Matrix n n ℂ) :
    opString B = B 0 * opString (fun j => B j.succ) := by
  unfold opString
  rw [List.ofFn_succ, List.prod_cons]

/-- If `A ρ = q ρ A`, then taking `A` from the right end of a product to the left end
costs a factor `q` in the average. -/
theorem avg_cyclic {ρ A : Matrix n n ℂ} {q : ℂ} (hA : A * ρ = q • (ρ * A))
    (X : Matrix n n ℂ) : avg ρ (X * A) = q * avg ρ (A * X) := by
  unfold avg
  calc (ρ * (X * A)).trace = ((ρ * X) * A).trace := by rw [mul_assoc]
    _ = (A * (ρ * X)).trace := Matrix.trace_mul_comm _ _
    _ = ((A * ρ) * X).trace := by rw [mul_assoc]
    _ = q * (ρ * (A * X)).trace := by
      rw [hA, smul_mul_assoc, Matrix.trace_smul, smul_eq_mul, mul_assoc]

/-- The pair average: if `tr ρ = 1`, `A ρ = q ρ A` and `A B + B A = s`, then `⟨A B⟩ = s / (1 + q)`,
for `q ≠ -1`. -/
theorem two_point {ρ A B : Matrix n n ℂ} {q s : ℂ} (hρ : ρ.trace = 1)
    (hA : A * ρ = q • (ρ * A)) (hq : q ≠ -1) (h : A * B + B * A = s • 1) :
    avg ρ (A * B) = s / (1 + q) := by
  have hq' : 1 + q ≠ 0 := fun h0 => hq (by linear_combination h0)
  have hc := avg_cyclic hA B
  have ht := congrArg (avg ρ) h
  simp only [avg, mul_add, mul_smul_comm, mul_one, Matrix.trace_add, Matrix.trace_smul,
    smul_eq_mul, hρ] at ht hc ⊢
  rw [eq_div_iff hq']
  linear_combination ht - hc

/-- Four-point formula: if `tr ρ = 1`, `A₁ ρ = q ρ A₁` with `q ≠ -1`, and `A₁` has scalar
anticommutators with the other three operators, then `⟨A₁ A₂ A₃ A₄⟩` is the signed sum of the three
products of pair averages. -/
theorem four_point {ρ A₁ A₂ A₃ A₄ : Matrix n n ℂ} {q s₂ s₃ s₄ : ℂ} (hρ : ρ.trace = 1)
    (hA : A₁ * ρ = q • (ρ * A₁)) (hq : q ≠ -1) (h₂ : A₁ * A₂ + A₂ * A₁ = s₂ • 1)
    (h₃ : A₁ * A₃ + A₃ * A₁ = s₃ • 1) (h₄ : A₁ * A₄ + A₄ * A₁ = s₄ • 1) :
    avg ρ (A₁ * A₂ * A₃ * A₄) = avg ρ (A₁ * A₂) * avg ρ (A₃ * A₄)
      - avg ρ (A₁ * A₃) * avg ρ (A₂ * A₄) + avg ρ (A₁ * A₄) * avg ρ (A₂ * A₃) := by
  have hq' : 1 + q ≠ 0 := fun h0 => hq (by linear_combination h0)
  -- anticommute `A₁` through the other three operators
  have key : A₁ * (A₂ * A₃ * A₄) + A₂ * A₃ * A₄ * A₁
      = s₂ • (A₃ * A₄) - s₃ • (A₂ * A₄) + s₄ • (A₂ * A₃) := by
    calc _ = (A₁ * A₂ + A₂ * A₁) * A₃ * A₄ - A₂ * (A₁ * A₃ + A₃ * A₁) * A₄
          + A₂ * A₃ * (A₁ * A₄ + A₄ * A₁) := by noncomm_ring
      _ = _ := by
        rw [h₂, h₃, h₄]
        simp only [smul_mul_assoc, mul_smul_comm, one_mul, mul_one]
  have hc := avg_cyclic hA (A₂ * A₃ * A₄)
  have ht := congrArg (avg ρ) key
  have hassoc : A₁ * A₂ * A₃ * A₄ = A₁ * (A₂ * A₃ * A₄) := by simp only [mul_assoc]
  rw [two_point hρ hA hq h₂, two_point hρ hA hq h₃, two_point hρ hA hq h₄, hassoc]
  simp only [avg, mul_add, mul_sub, mul_smul_comm, Matrix.trace_add, Matrix.trace_sub,
    Matrix.trace_smul, smul_eq_mul] at ht hc ⊢
  field_simp
  linear_combination ht - hc

/-- Moving `A` through a string of operators with which it has scalar anticommutators leaves one
anticommutator term for each operator, with alternating sign, and a last term with `A` at the right
end of the string and one factor `-1` for each operator. -/
theorem move_through {m : ℕ} (A : Matrix n n ℂ) (B : Fin (m + 1) → Matrix n n ℂ)
    (s : Fin (m + 1) → ℂ) (h : ∀ j, A * B j + B j * A = s j • 1) :
    A * opString B = ∑ k : Fin (m + 1),
      ((-1 : ℂ) ^ (k : ℕ) * s k) • opString (fun j => B (k.succAbove j))
      + (-1 : ℂ) ^ (m + 1) • (opString B * A) := by
  induction m with
  | zero =>
    have h0 := h 0
    simp [opString, List.ofFn_succ]
    linear_combination (norm := module) h0
  | succ m ih =>
    have ih' : A * opString (fun j => B j.succ) = ∑ k : Fin (m + 1),
        ((-1 : ℂ) ^ (k : ℕ) * s k.succ) • opString (fun j => B (k.succAbove j).succ)
        + (-1 : ℂ) ^ (m + 1) • (opString (fun j => B j.succ) * A) :=
      ih (fun j => B j.succ) (fun j => s j.succ) (fun j => h j.succ)
    have hk : ∀ k : Fin (m + 1), opString (fun j => B (k.succ.succAbove j))
        = B 0 * opString (fun j => B (k.succAbove j).succ) := by
      intro k
      rw [opString_succ]
      simp only [Fin.succ_succAbove_zero, Fin.succ_succAbove_succ]
    -- the first exchange
    have h1 : A * opString B = s 0 • opString (fun j => B j.succ)
        - B 0 * (A * opString (fun j => B j.succ)) := by
      rw [opString_succ B]
      calc _ = (A * B 0 + B 0 * A) * opString (fun j => B j.succ)
            - B 0 * (A * opString (fun j => B j.succ)) := by noncomm_ring
        _ = _ := by rw [h 0, smul_mul_assoc, one_mul]
    have hs : ∑ k : Fin (m + 1), ((-1 : ℂ) ^ ((k : ℕ) + 1) * s k.succ) •
          (B 0 * opString (fun j => B (k.succAbove j).succ))
        = -(B 0 * ∑ k : Fin (m + 1), ((-1 : ℂ) ^ (k : ℕ) * s k.succ) •
          opString (fun j => B (k.succAbove j).succ)) := by
      rw [Finset.mul_sum, ← Finset.sum_neg_distrib]
      refine Finset.sum_congr rfl fun k _ => ?_
      rw [mul_smul_comm, pow_succ]
      module
    rw [Fin.sum_univ_succ]
    simp only [hk, Fin.zero_succAbove, Fin.val_zero, Fin.val_succ, pow_zero, one_mul]
    rw [hs, h1, ih', opString_succ B, mul_add, mul_smul_comm, mul_assoc (B 0),
      pow_succ (-1 : ℂ) (m + 1)]
    module

/-- Reduction step: let `tr ρ = 1` and `A ρ = q ρ A` with `q ≠ -1`, and let `A` have scalar
anticommutators with the operators of an odd string. Then the average of `A` times the string is the
alternating sum of the pair averages of `A` with each operator, each multiplied by the average of
the remaining string. -/
theorem gaudin_reduction {m : ℕ} {ρ A : Matrix n n ℂ} {q : ℂ} (hρ : ρ.trace = 1)
    (hA : A * ρ = q • (ρ * A)) (hq : q ≠ -1) (B : Fin (2 * m + 1) → Matrix n n ℂ)
    (s : Fin (2 * m + 1) → ℂ) (h : ∀ j, A * B j + B j * A = s j • 1) :
    avg ρ (A * opString B) = ∑ k : Fin (2 * m + 1), (-1) ^ (k : ℕ) * avg ρ (A * B k) *
      avg ρ (opString (fun j => B (k.succAbove j))) := by
  have hq' : 1 + q ≠ 0 := fun h0 => hq (by linear_combination h0)
  have hodd : (-1 : ℂ) ^ (2 * m + 1) = -1 := by
    rw [pow_succ, pow_mul]
    norm_num
  have hc := avg_cyclic hA (opString B)
  have ht := congrArg (avg ρ) (move_through A B s h)
  rw [hodd] at ht
  simp only [fun k => two_point hρ hA hq (h k)]
  simp only [avg, mul_add, Finset.mul_sum, mul_smul_comm, Matrix.trace_add,
    Matrix.trace_sum, Matrix.trace_smul, smul_eq_mul] at ht hc ⊢
  -- collect the common factor `1 / (1 + q)`
  have hsum : ∑ k : Fin (2 * m + 1), (-1 : ℂ) ^ (k : ℕ) * (s k / (1 + q)) *
        (ρ * opString (fun j => B (k.succAbove j))).trace
      = (∑ k : Fin (2 * m + 1), (-1 : ℂ) ^ (k : ℕ) * s k *
        (ρ * opString (fun j => B (k.succAbove j))).trace) / (1 + q) := by
    rw [Finset.sum_div]
    exact Finset.sum_congr rfl fun k _ => by ring
  rw [hsum, eq_div_iff hq']
  linear_combination ht - hc

/-- Thermal Wick theorem: if `tr ρ = 1`, then for operators with scalar anticommutators and `ψ_a ρ =
λ_a ρ ψ_a`, `λ_a ≠ -1`, the average of any product of `2m` of them is the signed sum over complete
pairings of two-point averages. -/
theorem thermal_wick {ι : Type*} {ρ : Matrix n n ℂ} (ψ : ι → Matrix n n ℂ) (lam : ι → ℂ)
    (s : ι → ι → ℂ) (hρ : ρ.trace = 1) (hψ : ∀ a, ψ a * ρ = lam a • (ρ * ψ a))
    (hlam : ∀ a, lam a ≠ -1) (hs : ∀ a b, ψ a * ψ b + ψ b * ψ a = s a b • 1)
    (m : ℕ) (i : Fin (2 * m) → ι) :
    avg ρ (opString (fun j => ψ (i j))) = pairingSum (fun a b => avg ρ (ψ a * ψ b)) m i := by
  induction m with
  | zero =>
    change avg ρ (opString (k := 0) (fun j => ψ (i j))) = 1
    simp [opString, avg, hρ]
  | succ m ih =>
    rw [pairingSum]
    change avg ρ (opString (k := 2 * m + 1 + 1) (fun j => ψ (i j))) = _
    -- contract the first operator, then pair up the rest by induction
    rw [opString_succ, gaudin_reduction hρ (hψ _) (hlam _)
      (fun j : Fin (2 * m + 1) => ψ (i j.succ)) (fun j => s _ (i j.succ)) (fun j => hs _ _)]
    refine Finset.sum_congr rfl fun k _ => ?_
    exact congrArg (fun z => _ * z) (ih (fun j => i (k.succAbove j).succ))

/-- Fermi–Dirac occupation: if `tr ρ = 1`, `c† ρ = e^{βε} ρ c†` and `c† c + c c† = 1`, then `⟨c† c⟩
= 1 / (e^{βε} + 1)`. -/
theorem fermi_dirac {ρ c : Matrix n n ℂ} (β ε : ℝ) (hρ : ρ.trace = 1)
    (hc : cᴴ * ρ = ((Real.exp (β * ε) : ℝ) : ℂ) • (ρ * cᴴ)) (h : cᴴ * c + c * cᴴ = 1) :
    avg ρ (cᴴ * c) = 1 / (((Real.exp (β * ε) : ℝ) : ℂ) + 1) := by
  have hq : ((Real.exp (β * ε) : ℝ) : ℂ) ≠ -1 := by
    intro h0
    have h1 : Real.exp (β * ε) = -1 := by exact_mod_cast h0
    linarith [Real.exp_pos (β * ε)]
  rw [two_point hρ hc hq (s := 1) (by rw [h, one_smul]), add_comm]

/-- The state of a single fermionic mode with populations `2/3` (empty) and `1/3` (filled). -/
def modeState : Matrix (Fin 2) (Fin 2) ℂ := !![2 / 3, 0; 0, 1 / 3]

/-- The annihilation operator (label `0`) and creation operator (label `1`) of the mode. -/
def modeOp : Fin 2 → Matrix (Fin 2) (Fin 2) ℂ := ![!![0, 1; 0, 0], !![0, 0; 1, 0]]

/-- The single mode meets all hypotheses of the thermal Wick theorem, with exchange factors
`1/2` and `2`. -/
theorem thermal_wick_witness :
    modeState.trace = 1 ∧
    (∀ a, modeOp a * modeState = (![1 / 2, 2] : Fin 2 → ℂ) a • (modeState * modeOp a)) ∧
    (∀ a, (![1 / 2, 2] : Fin 2 → ℂ) a ≠ -1) ∧
    (∀ a b, modeOp a * modeOp b + modeOp b * modeOp a
      = (!![0, 1; 1, 0] : Matrix (Fin 2) (Fin 2) ℂ) a b • 1) := by
  refine ⟨?_, ?_, ?_, ?_⟩
  · norm_num [modeState, Matrix.trace_fin_two]
  · intro a
    fin_cases a <;> ext i j <;> fin_cases i <;> fin_cases j <;>
      norm_num [modeState, modeOp, Matrix.mul_apply, Fin.sum_univ_succ]
  · intro a
    fin_cases a <;> norm_num
  · intro a b
    fin_cases a <;> fin_cases b <;> ext i j <;> fin_cases i <;> fin_cases j <;>
      norm_num [modeOp, Matrix.mul_apply, Fin.sum_univ_succ]

end

end ThermalWick
```

```lean
#print axioms ThermalWick.four_point
#print axioms ThermalWick.thermal_wick
#print axioms ThermalWick.fermi_dirac
```

```
'ThermalWick.four_point' depends on axioms: [propext, Classical.choice, Quot.sound]
'ThermalWick.thermal_wick' depends on axioms: [propext, Classical.choice, Quot.sound]
'ThermalWick.fermi_dirac' depends on axioms: [propext, Classical.choice, Quot.sound]
```

## What `four_point`, `thermal_wick` and `fermi_dirac` state

Operators and state are of type `Matrix n n ℂ` with a finite index type `n`, and `avg ρ X` is tr(ρX). The state is not required to be Hermitian or positive; only its trace is fixed. The factor λ is called `q` in the theorems about a single exchanged operator and `lam a` in the general theorem.

`two_point` and `four_point` are the two formulas above. In `four_point` only A₁ needs an exchange relation, and no anticommutators among A₂, A₃ and A₄ are assumed.

`thermal_wick` takes a family of operators `ψ`, each with its own exchange factor different from −1, and scalar anticommutators for every pair of labels. The map `i` selects 2m labels, with repetitions allowed. The average of the ordered product, `opString`, then equals `pairingSum`, which contracts the first operator with each later one, with sign (−1)ᵏ for k counted from zero, and pairs up the rest recursively.

`fermi_dirac` sets A₁ = c†, written `cᴴ`, with λ = e^(βε) and anticommutator 1. The result is the occupation of one mode:

⟨c†c⟩ = 1/(e^(βε) + 1)

## From the cyclic trace to the pairing sum

`avg_cyclic` is the relation ⟨XA⟩ = λ⟨AX⟩. In `two_point`, `ht` is the averaged anticommutator and `hc` the cyclic relation; `linear_combination ht - hc` subtracts one from the other, which leaves (1 + λ)⟨AB⟩ = s.

In `four_point`, the statement `key` is the result of moving A₁ through the other three operators. `noncomm_ring` checks the regrouping into anticommutators without changing the order of any product, and the scalars are then inserted. The end of the proof is the same subtraction, after `field_simp` has cleared the denominators.

`move_through` proves the exchange formula for a string of any positive length by induction: it exchanges A with the first operator, using `opString_succ` to split that operator off, and applies the induction hypothesis to the rest. The expression `k.succAbove` runs through all positions except k, so it describes Rₖ. `gaudin_reduction` specialises to odd length, where `hodd` supplies the minus sign, and solves for the average. `thermal_wick` is an induction on the number of pairs, with this reduction as its step.

`thermal_wick_witness` checks every hypothesis for a single mode with populations 2/3 (empty) and 1/3 (filled). Its exchange factors are 1/2 for annihilation and 2 for creation, in agreement with an occupation of 1/(1 + 2) = 1/3.

## Which states and operators are covered

The exchange relation is assumed. The file does not construct ρ from a Hamiltonian, so a user must establish the relation for the state at hand; for a thermal state of independent modes it follows from the action of c and c† on occupation states. The passage to orbital operators by linearity is likewise an argument of this note and is not in the file. Products are averaged in the order in which they are written, with no time-ordering operation, and bosonic commutators are not treated.

The factorisation generally fails for correlated states. Take two modes that are both empty or both filled, each with probability 1/2:

ρ = ½|00⟩⟨00| + ½|11⟩⟨11|

The trace is 1 and all anticommutators are the usual ones, but c†₁ρ is not a multiple of ρc†₁. With nᵢ = c†ᵢcᵢ, the exact correlation is ⟨n₁n₂⟩ = 1/2. The pairing formula gives ⟨n₁⟩⟨n₂⟩ = 1/4, because the other two terms vanish for this ρ. A code that applied the formula here would return half the correct value, even with exact pair averages as input.
